# The average over the unit sphere is linear for continuous real functions of the polar angles

The average of a real function of the polar angles over the unit sphere is its integral with weight sin θ, for θ from 0 to π and φ from 0 to 2π, divided by 4π. `sphereMean_linear` states that the average of a·g + b·k is a times the average of g plus b times the average of k, for real a and b. The functions g and k are assumed jointly continuous in the two angles, taken as real variables; no periodicity is required. The attempt proves linearity for a single integral of continuous functions, applies it first to the φ integral and then to the θ integral, and finishes with algebra.

As first written in Lean, the proof fails:

```lean
import Mathlib

open Real

namespace SphereMeanLinear

noncomputable section

/-- Average of a function of the polar angles over the unit sphere. -/
def sphereMean (g : ℝ → ℝ → ℝ) : ℝ :=
  1 / (4 * π) * ∫ θ in (0 : ℝ)..π, (∫ φ in (0 : ℝ)..(2 * π), g θ φ) * sin θ

/-- The sphere average is linear on continuous functions. -/
theorem sphereMean_linear (a b : ℝ) (g k : ℝ → ℝ → ℝ)
    (hg : Continuous fun p : ℝ × ℝ => g p.1 p.2)
    (hk : Continuous fun p : ℝ × ℝ => k p.1 p.2) :
    sphereMean (fun θ φ => a * g θ φ + b * k θ φ) = a * sphereMean g + b * sphereMean k := by
  have lin : ∀ (u v : ℝ → ℝ) (s t : ℝ), Continuous u → Continuous v →
      (∫ x in s..t, (a * u x + b * v x)) = a * (∫ x in s..t, u x) + b * ∫ x in s..t, v x := by
    intro u v s t hu hv
    rw [intervalIntegral.integral_add ((hu.const_mul a).intervalIntegrable _ _)
      ((hv.const_mul b).intervalIntegrable _ _),
      intervalIntegral.integral_const_mul, intervalIntegral.integral_const_mul]
  have hG : Continuous fun θ => ∫ φ in (0 : ℝ)..(2 * π), g θ φ :=
    intervalIntegral.continuous_parametric_intervalIntegral_of_continuous' (f := g) hg 0 (2 * π)
  have hK : Continuous fun θ => ∫ φ in (0 : ℝ)..(2 * π), k θ φ :=
    intervalIntegral.continuous_parametric_intervalIntegral_of_continuous' (f := k) hk 0 (2 * π)
  have inner : ∀ θ, (∫ φ in (0 : ℝ)..(2 * π), (a * g θ φ + b * k θ φ)) =
      a * (∫ φ in (0 : ℝ)..(2 * π), g θ φ) + b * ∫ φ in (0 : ℝ)..(2 * π), k θ φ := fun θ =>
    lin (g θ) (k θ) _ _ (hg.comp (continuous_const.prodMk continuous_id))
      (hk.comp (continuous_const.prodMk continuous_id))
  have outer := lin _ _ 0 π (hG.mul continuous_sin) (hK.mul continuous_sin)
  unfold sphereMean
  simp only [inner, add_mul, mul_assoc] at outer ⊢
  rw [outer]
  ring

end

end SphereMeanLinear
```

The error:

```
Main.lean:35:6: error: Tactic `rewrite` failed: Did not find an occurrence of the pattern
  ∫ (x : ℝ) in 0..π,
    a * ((fun θ => ∫ (φ : ℝ) in 0..2 * π, g θ φ) * sin) x + b * ((fun θ => ∫ (φ : ℝ) in 0..2 * π, k θ φ) * sin) x
in the target expression
  1 / (4 * π) *
      ∫ (θ : ℝ) in 0..π, a * ((∫ (φ : ℝ) in 0..2 * π, g θ φ) * sin θ) + b * ((∫ (φ : ℝ) in 0..2 * π, k θ φ) * sin θ) =
    a * (1 / (4 * π) * ∫ (θ : ℝ) in 0..π, (∫ (φ : ℝ) in 0..2 * π, g θ φ) * sin θ) +
      b * (1 / (4 * π) * ∫ (θ : ℝ) in 0..π, (∫ (φ : ℝ) in 0..2 * π, k θ φ) * sin θ)

a b : ℝ
g k : ℝ → ℝ → ℝ
hg : Continuous fun p => g p.1 p.2
hk : Continuous fun p => k p.1 p.2
lin :
  ∀ (u v : ℝ → ℝ) (s t : ℝ),
    Continuous u →
      Continuous v → ∫ (x : ℝ) in s..t, a * u x + b * v x = (a * ∫ (x : ℝ) in s..t, u x) + b * ∫ (x : ℝ) in s..t, v x
hG : Continuous fun θ => ∫ (φ : ℝ) in 0..2 * π, g θ φ
hK : Continuous fun θ => ∫ (φ : ℝ) in 0..2 * π, k θ φ
inner :
  ∀ (θ : ℝ),
    ∫ (φ : ℝ) in 0..2 * π, a * g θ φ + b * k θ φ = (a * ∫ (φ : ℝ) in 0..2 * π, g θ φ) + b * ∫ (φ : ℝ) in 0..2 * π, k θ φ
outer :
  ∫ (x : ℝ) in 0..π,
      a * ((fun θ => ∫ (φ : ℝ) in 0..2 * π, g θ φ) * sin) x + b * ((fun θ => ∫ (φ : ℝ) in 0..2 * π, k θ φ) * sin) x =
    (a * ∫ (x : ℝ) in 0..π, ((fun θ => ∫ (φ : ℝ) in 0..2 * π, g θ φ) * sin) x) +
      b * ∫ (x : ℝ) in 0..π, ((fun θ => ∫ (φ : ℝ) in 0..2 * π, k θ φ) * sin) x
⊢ 1 / (4 * π) *
      ∫ (θ : ℝ) in 0..π, a * ((∫ (φ : ℝ) in 0..2 * π, g θ φ) * sin θ) + b * ((∫ (φ : ℝ) in 0..2 * π, k θ φ) * sin θ) =
    a * (1 / (4 * π) * ∫ (θ : ℝ) in 0..π, (∫ (φ : ℝ) in 0..2 * π, g θ φ) * sin θ) +
      b * (1 / (4 * π) * ∫ (θ : ℝ) in 0..π, (∫ (φ : ℝ) in 0..2 * π, k θ φ) * sin θ)
```

The message says that `rw [outer]` does not find the left side of `outer` in the goal. The two integrands are equal but written differently. In `outer` the factor is a product of functions applied to a point, `((fun θ => ∫ …) * sin) x`, while the goal has the product of values, `(∫ …) * sin θ`.

The form in `outer` comes from the underscores in `lin _ _ 0 π …`: Lean fills them in from the types of the continuity proofs `hG.mul continuous_sin` and `hK.mul continuous_sin`, which speak of products of functions. The `simp only` call has no lemma that evaluates such a product at a point, so the difference remains, and `rw` does not unfold it when searching for the pattern.

The repair gives both functions explicitly, as `fun θ => (∫ …) * sin θ` with `g` and with `k`. The same continuity proofs are still accepted, since the two forms are equal by definition. `outer` now has its integrand in the form of the goal, and the rewrite succeeds.

Lean accepts the file once it reads:

```diff
@@ -30,5 +30,7 @@
     lin (g θ) (k θ) _ _ (hg.comp (continuous_const.prodMk continuous_id))
       (hk.comp (continuous_const.prodMk continuous_id))
-  have outer := lin _ _ 0 π (hG.mul continuous_sin) (hK.mul continuous_sin)
+  have outer := lin (fun θ => (∫ φ in (0 : ℝ)..(2 * π), g θ φ) * sin θ)
+    (fun θ => (∫ φ in (0 : ℝ)..(2 * π), k θ φ) * sin θ) 0 π
+    (hG.mul continuous_sin) (hK.mul continuous_sin)
   unfold sphereMean
   simp only [inner, add_mul, mul_assoc] at outer ⊢
```
